# Fixed-boundary sweeps converge to the committor of a finite Markov chain when the boundary is reachable

Suppose a Markov state model contains a state that can reach neither the reactant set $A$ nor the product set $B$. Consider a solver for the committor, the probability of reaching $B$ before $A$, that in each sweep sets its guess to 0 on $A$ and 1 on $B$, and replaces it elsewhere by its average over the next jump. It may still settle down at such a state, but its answer there can depend on the initial guess. If the state only ever jumps to itself, the guess there is never changed at all. For a finite chain with disjoint $A$ and $B$, this failure is excluded when $A\cup B$ can be reached from every state: the sweeps then converge to the committor from any real starting function.

## The chain and the solver

In Lean 4 with Mathlib:

```lean
import Mathlib

open Filter Topology

namespace CommittorIteration

noncomputable section

variable {S : Type*} [Fintype S] [DecidableEq S]
```

`S` is the finite set of states. It may be any finite type, with no geometry attached.

```lean
/-- A stochastic matrix: nonnegative transition probabilities, each row summing to one. -/
structure IsStochastic (P : Matrix S S ℝ) : Prop where
  nonneg : ∀ x y, 0 ≤ P x y
  row_sum : ∀ x, ∑ y, P x y = 1
```

`Matrix S S ℝ` is a real matrix indexed by states. The entry $P_{xy}$ is the probability of jumping from $x$ to $y$ in one step, so rows sum to one. Detailed balance is not assumed.

```lean
/-- From every state some state of `A` or `B` is reached by finitely many positive transitions. -/
def UnionReachable (P : Matrix S S ℝ) (A B : Finset S) : Prop :=
  ∀ x, ∃ y, (y ∈ A ∨ y ∈ B) ∧ Relation.ReflTransGen (fun a b => 0 < P a b) x y
```

From each $x$ there is a finite path of positive-probability jumps to a state in $A$ or $B$. `Relation.ReflTransGen` allows paths of any finite length, including zero.

```lean
/-- One sweep of the solver: 0 on `A`, 1 on `B`, and the average `P h` elsewhere. -/
def sweep (P : Matrix S S ℝ) (A B : Finset S) (h : S → ℝ) (x : S) : ℝ :=
  if x ∈ A then 0 else if x ∈ B then 1 else ∑ y, P x y * h y
```

This is one sweep $T$:

$$(Th)(x)=\begin{cases}0,&x\in A\\1,&x\in B\\\sum_y P_{xy}h(y),&\text{otherwise.}\end{cases}$$

All states are updated together from the old $h$; in-place updating is a different iteration.

```lean
/-- The transition operator killed on `A` and `B`: zero there, `P u` elsewhere. -/
def killed (P : Matrix S S ℝ) (A B : Finset S) (u : S → ℝ) (x : S) : ℝ :=
  if x ∈ A ∨ x ∈ B then 0 else ∑ y, P x y * u y
```

The killed operator $K$ has the same average outside $A\cup B$, but gives zero on both sets.

```lean
/-- The starting function that is 1 on `B` and 0 off `B`. -/
def start (B : Finset S) (x : S) : ℝ := if x ∈ B then 1 else 0
```

This is the indicator $1_B$, the natural first guess.

```lean
/-- The probability that the chain from a given state is in `B` at step `n`, having been
outside `A` and `B` at all earlier steps. -/
def firstPassage (P : Matrix S S ℝ) (A B : Finset S) (n : ℕ) : S → ℝ :=
  (killed P A B)^[n] (start B)
```

The notation `^[n]` means "apply $n$ times", so $f_n=K^n1_B$. Each $K$ takes one step from a state outside $A\cup B$. Hence $f_n(x)$ is the probability of first entering $A\cup B$ at step $n$, and doing so in $B$.

```lean
/-- The probability that the chain is outside `A` and `B` at each of the steps `0, …, n - 1`. -/
def survival (P : Matrix S S ℝ) (A B : Finset S) (n : ℕ) : S → ℝ :=
  (killed P A B)^[n] (fun _ => 1)
```

Likewise $s_n=K^n1$ is the probability of avoiding $A\cup B$ at steps $0,\dots,n-1$.

```lean
/-- The committor: the first-passage probabilities into `B`, summed over all times. -/
def committor (P : Matrix S S ℝ) (A B : Finset S) (x : S) : ℝ :=
  ∑' n, firstPassage P A B n x
```

The committor is $q(x)=\sum_{n\ge0}f_n(x)$. It is defined by first-passage probabilities, not as the solution of a boundary-value problem. These probabilities are built from powers of $K$, without constructing a space of trajectories.

## Monotone convergence from the indicator of B

```lean
variable {P : Matrix S S ℝ} {A B : Finset S}

/-- For stochastic `P`, the killed operator maps nonnegative functions to nonnegative functions. -/
theorem killed_nonneg (hP : IsStochastic P) {u : S → ℝ} (hu : ∀ x, 0 ≤ u x) (x : S) :
    0 ≤ killed P A B u x := by
  unfold killed
  split_ifs
  · exact le_refl _
  · exact Finset.sum_nonneg fun y _ => mul_nonneg (hP.nonneg x y) (hu y)
```

In the theorem statements below, the hypotheses come first and the conclusion follows the colon after them. Here, if $u\ge0$ then $Ku\ge0$, because $Ku$ is either zero or a sum of nonnegative terms.

```lean
/-- For disjoint `A` and `B`, `n` sweeps started from the indicator of `B` give the sum of
`firstPassage` over the steps `0, …, n`. -/
theorem sweep_start_eq_sum (hAB : Disjoint A B) (n : ℕ) (x : S) :
    (sweep P A B)^[n] (start B) x = ∑ k ∈ Finset.range (n + 1), firstPassage P A B k x := by
  induction n generalizing x with
  | zero => simp [firstPassage]
  | succ n ih =>
    have hf : ∀ k, firstPassage P A B (k + 1) x = killed P A B (firstPassage P A B k) x :=
      fun k => congrFun (Function.iterate_succ_apply' _ _ _) x
    have hz : firstPassage P A B 0 x = if x ∈ B then 1 else 0 := rfl
    rw [Function.iterate_succ_apply', Finset.sum_range_succ', hz]
    simp only [hf]
    by_cases hA : x ∈ A
    · have hB : x ∉ B := Finset.disjoint_left.mp hAB hA
      simp [sweep, killed, hA, hB]
    · by_cases hB : x ∈ B
      · simp [sweep, killed, hA, hB]
      · have hU : ¬ (x ∈ A ∨ x ∈ B) := not_or.mpr ⟨hA, hB⟩
        simp only [sweep, killed, if_neg hA, if_neg hB, if_neg hU, ih, Finset.mul_sum, add_zero]
        exact Finset.sum_comm
```

The claim is

$$(T^n1_B)(x)=\sum_{k=0}^{n}f_k(x).$$

For a stochastic matrix, the right side is the probability of reaching $B$ before $A$ within $n$ steps. At $n=0$ both sides are $1_B(x)$. Assume the formula for $n$. For $x$ outside both sets,

$$(T^{n+1}1_B)(x)=\sum_yP_{xy}\sum_{k=0}^nf_k(y)=\sum_{k=0}^nf_{k+1}(x),$$

and $f_0(x)=0$ completes the sum. On $B$, $f_0=1$ and all later terms vanish. On $A$ every term vanishes; for $f_0$ this uses disjointness. The two `by_cases` lines make this split, and `Finset.sum_comm` exchanges the sums.

```lean
/-- For stochastic `P` and disjoint `A` and `B`, the iterates started from the indicator of `B`
never decrease at any state and converge to the committor. -/
theorem monotone_and_tendsto_from_start (hP : IsStochastic P) (hAB : Disjoint A B) :
    Monotone (fun n => (sweep P A B)^[n] (start B)) ∧
      Tendsto (fun n => (sweep P A B)^[n] (start B)) atTop (𝓝 (committor P A B)) := by
  have hf : ∀ n x, 0 ≤ firstPassage P A B n x := by
    intro n
    induction n with
    | zero =>
      intro x
      change 0 ≤ (if x ∈ B then (1 : ℝ) else 0)
      split_ifs <;> norm_num
    | succ n ih =>
      intro x
      rw [firstPassage, Function.iterate_succ_apply']
      exact killed_nonneg hP ih x
  -- averaging never pushes the iterates above one
  have h1 : ∀ n x, (sweep P A B)^[n] (start B) x ≤ 1 := by
    intro n
    induction n with
    | zero =>
      intro x
      change (if x ∈ B then (1 : ℝ) else 0) ≤ 1
      split_ifs <;> norm_num
    | succ n ih =>
      intro x
      rw [Function.iterate_succ_apply', sweep]
      split_ifs
      · exact zero_le_one
      · exact le_refl _
      · rw [← hP.row_sum x]
        exact Finset.sum_le_sum fun y _ => mul_le_of_le_one_right (hP.nonneg x y) (ih y)
  constructor
  · refine monotone_nat_of_le_succ fun n x => ?_
    rw [sweep_start_eq_sum hAB, sweep_start_eq_sum hAB, Finset.sum_range_succ _ (n + 1)]
    linarith [hf (n + 1) x]
  · refine tendsto_pi_nhds.mpr fun x => ?_
    have hsum : Summable (fun n => firstPassage P A B n x) := by
      refine summable_of_sum_range_le (c := 1) (fun n => hf n x) fun n => ?_
      have h := h1 n x
      rw [sweep_start_eq_sum hAB, Finset.sum_range_succ] at h
      linarith [hf n x]
    have ht := hsum.hasSum.tendsto_sum_nat.comp (tendsto_add_atTop_nat 1)
    exact ht.congr fun n => (sweep_start_eq_sum hAB n x).symm
```

`Tendsto … atTop (𝓝 …)` says that a sequence converges as $n\to\infty$. Two inductions supply the bounds. First, $f_n\ge0$, so

$$T^{n+1}1_B-T^n1_B=f_{n+1}\ge0.$$

Second, $T^n1_B\le1$, since an average of numbers at most one is at most one. The partial sums of $f_n(x)$ are therefore increasing and bounded, and they converge to $q(x)$. Reachability is not needed for this start.

## Forgetting the initial guess

```lean
/-- If two starting functions differ by at most `C`, then after `n` sweeps they differ at each
state by at most `C` times the survival probability. -/
theorem abs_sub_le_survival (hP : IsStochastic P) {h g : S → ℝ} {C : ℝ}
    (hC : ∀ x, |h x - g x| ≤ C) (n : ℕ) (x : S) :
    |(sweep P A B)^[n] h x - (sweep P A B)^[n] g x| ≤ C * survival P A B n x := by
  induction n generalizing x with
  | zero => simpa [survival] using hC x
  | succ n ih =>
    have hs : survival P A B (n + 1) x = killed P A B (survival P A B n) x :=
      congrFun (Function.iterate_succ_apply' _ _ _) x
    rw [Function.iterate_succ_apply', Function.iterate_succ_apply', hs]
    by_cases hA : x ∈ A
    · simp [sweep, killed, hA]
    · by_cases hB : x ∈ B
      · simp [sweep, killed, hA, hB]
      · have hU : ¬ (x ∈ A ∨ x ∈ B) := not_or.mpr ⟨hA, hB⟩
        simp only [sweep, killed, if_neg hA, if_neg hB, if_neg hU]
        rw [← Finset.sum_sub_distrib, Finset.mul_sum]
        refine (Finset.abs_sum_le_sum_abs _ _).trans (Finset.sum_le_sum fun y _ => ?_)
        rw [← mul_sub, abs_mul, abs_of_nonneg (hP.nonneg x y)]
        calc P x y * _ ≤ P x y * (C * survival P A B n y) :=
              mul_le_mul_of_nonneg_left (ih y) (hP.nonneg x y)
          _ = C * (P x y * survival P A B n y) := by ring
```

Let $P$ be stochastic, as in every theorem from here on, and let $|h-g|\le C$ at every state. Then

$$|T^nh-T^ng|\le C\,s_n.$$

This holds at $n=0$, where $s_0=1$. After a further sweep the difference is zero on $A\cup B$. Elsewhere the triangle inequality and the induction hypothesis give

$$\Big|\sum_yP_{xy}(T^nh-T^ng)(y)\Big|\le\sum_yP_{xy}\,C\,s_n(y)=C\,s_{n+1}(x).$$

```lean
/-- If `A ∪ B` is reachable from every state, the survival probability tends to zero. -/
theorem survival_tendsto_zero (hP : IsStochastic P) (hr : UnionReachable P A B) (x : S) :
    Tendsto (fun n => survival P A B n x) atTop (𝓝 0) := by
  have hs : ∀ n x, survival P A B (n + 1) x = killed P A B (survival P A B n) x :=
    fun n x => congrFun (Function.iterate_succ_apply' _ _ _) x
  have h0 : ∀ n x, 0 ≤ survival P A B n x := by
    intro n
    induction n with
    | zero => intro x; simp [survival]
    | succ n ih => intro x; rw [hs]; exact killed_nonneg hP ih x
  have anti : ∀ n x, survival P A B (n + 1) x ≤ survival P A B n x := by
    intro n
    induction n with
    | zero =>
      intro x
      rw [hs, killed]
      split_ifs <;> simp [survival, hP.row_sum]
    | succ n ih =>
      intro x
      rw [hs (n + 1), hs n, killed, killed]
      split_ifs
      · exact le_refl _
      · exact Finset.sum_le_sum fun y _ => mul_le_mul_of_nonneg_left (ih y) (hP.nonneg x y)
  have hlim : ∀ x, ∃ l, Tendsto (fun n => survival P A B n x) atTop (𝓝 l) := fun x =>
    ⟨_, tendsto_atTop_ciInf (antitone_nat_of_succ_le fun n => anti n x)
      ⟨0, by rintro _ ⟨n, rfl⟩; exact h0 n x⟩⟩
  choose L hL using hlim
  -- the limit is a fixed point of the killed operator
  have hfix : ∀ x, L x = killed P A B L x := by
    intro x
    have h : Tendsto (fun n => killed P A B (survival P A B n) x) atTop
        (𝓝 (killed P A B L x)) := by
      by_cases hx : x ∈ A ∨ x ∈ B
      · simp only [killed, if_pos hx]
        exact tendsto_const_nhds
      · simp only [killed, if_neg hx]
        have hv : Tendsto (fun n => survival P A B n) atTop (𝓝 L) := tendsto_pi_nhds.mpr hL
        have hc : Continuous (fun u : S → ℝ => ∑ y, P x y * u y) := by fun_prop
        exact (hc.tendsto L).comp hv
    exact tendsto_nhds_unique ((hL x).comp (tendsto_add_atTop_nat 1))
      (h.congr fun n => (hs n x).symm)
  have hzero : ∀ y, (y ∈ A ∨ y ∈ B) → L y = 0 := fun y hy => by
    rw [hfix, killed, if_pos hy]
  -- maximum principle: a positive maximum would spread along paths into `A ∪ B`
  have : Nonempty S := ⟨x⟩
  obtain ⟨m, hm⟩ := Finite.exists_max L
  have hm0 : L m ≤ 0 := by
    by_contra hpos
    obtain ⟨y, hy, hpath⟩ := hr m
    have hspread : L y = L m := by
      clear hy
      induction hpath with
      | refl => rfl
      | @tail b c _ hbc ih =>
        have hb : ¬ (b ∈ A ∨ b ∈ B) := fun hb => hpos (by rw [← ih, hzero b hb])
        have hsum : ∑ z, P b z * (L m - L z) = 0 := by
          have e := hfix b
          rw [killed, if_neg hb, ih] at e
          simp only [mul_sub, Finset.sum_sub_distrib]
          rw [← Finset.sum_mul, hP.row_sum, ← e]
          ring
        have hc := (Finset.sum_eq_zero_iff_of_nonneg fun z _ =>
          mul_nonneg (hP.nonneg b z) (sub_nonneg.mpr (hm z))).mp hsum c (Finset.mem_univ c)
        rcases mul_eq_zero.mp hc with h | h
        · exact absurd h hbc.ne'
        · linarith
    exact hpos (by rw [← hspread, hzero y hy])
  have hx : L x = 0 :=
    le_antisymm ((hm x).trans hm0) (ge_of_tendsto' (hL x) fun n => h0 n x)
  rw [← hx]
  exact hL x
```

Since rows sum to one, $s_1\le1=s_0$. The operator $K$ preserves inequalities, so $s_{n+1}\le s_n$ for all $n$. A decreasing nonnegative sequence has a limit, $L(x)\ge0$. Taking limits in $s_{n+1}=Ks_n$ gives $L=KL$, which is `hfix`.

Let $m$ be a state where $L$ is largest, and suppose $L(m)>0$. Follow a positive path from $m$ to $A\cup B$. If $L(b)=L(m)$ at a state $b$ on it, then $b\notin A\cup B$, because $L$ vanishes there. Hence

$$\sum_zP_{bz}\,[L(m)-L(z)]=L(m)-L(b)=0.$$

Every term is nonnegative, so every term is zero. The next state $c$ has $P_{bc}>0$, and therefore $L(c)=L(m)$. The positive maximum spreads to the end of the path, where $L=0$: a contradiction. Thus $L=0$ everywhere. The induction on `hpath` is this walk along the path.

```lean
/-- For disjoint `A`, `B` with union reachable from every state, the repeated sweeps converge
to the committor from every real starting function. -/
theorem tendsto_committor (hP : IsStochastic P) (hAB : Disjoint A B)
    (hr : UnionReachable P A B) (h : S → ℝ) :
    Tendsto (fun n => (sweep P A B)^[n] h) atTop (𝓝 (committor P A B)) := by
  refine tendsto_pi_nhds.mpr fun x => ?_
  have hC : ∀ y, |h y - start B y| ≤ ∑ z, |h z - start B z| := fun y =>
    Finset.single_le_sum (f := fun z => |h z - start B z|)
      (fun z _ => abs_nonneg _) (Finset.mem_univ y)
  -- the memory of the starting function dies out with the survival probability
  have hd : Tendsto (fun n => (sweep P A B)^[n] h x - (sweep P A B)^[n] (start B) x)
      atTop (𝓝 0) := by
    refine squeeze_zero_norm (fun n => abs_sub_le_survival hP hC n x) ?_
    simpa using (survival_tendsto_zero hP hr x).const_mul (∑ z, |h z - start B z|)
  have hq := tendsto_pi_nhds.mp (monotone_and_tendsto_from_start hP hAB).2 x
  simpa using hd.add hq
```

For any $h$, take $C=\sum_z|h(z)-1_B(z)|$, which bounds the difference at each state. Then

$$|T^nh-T^n1_B|\le C\,s_n\to0,\qquad T^n1_B\to q,$$

and adding the two limits gives $T^nh\to q$. Under the hypotheses of the theorem, a poor initial guess can thus change the number of sweeps needed but not the limit. The theorem gives no convergence rate.

## Reachability is also necessary

```lean
/-- Conversely, if the sweeps converge to one and the same function from every starting
function, then `A ∪ B` is reachable from every state. -/
theorem reachable_of_tendsto (hP : IsStochastic P) {q : S → ℝ}
    (hq : ∀ h : S → ℝ, Tendsto (fun n => (sweep P A B)^[n] h) atTop (𝓝 q)) :
    UnionReachable P A B := by
  intro x
  by_contra hx
  -- a constant start is never changed at a state that cannot reach `A ∪ B`
  have key : ∀ (c : ℝ) (n : ℕ) (x : S),
      (¬ ∃ y, (y ∈ A ∨ y ∈ B) ∧ Relation.ReflTransGen (fun a b => 0 < P a b) x y) →
      (sweep P A B)^[n] (fun _ => c) x = c := by
    intro c n
    induction n with
    | zero => intro x _; rfl
    | succ n ih =>
      intro x hx
      have hA : x ∉ A := fun h => hx ⟨x, Or.inl h, Relation.ReflTransGen.refl⟩
      have hB : x ∉ B := fun h => hx ⟨x, Or.inr h, Relation.ReflTransGen.refl⟩
      rw [Function.iterate_succ_apply', sweep, if_neg hA, if_neg hB]
      have e : ∀ y, P x y * (sweep P A B)^[n] (fun _ => c) y = P x y * c := by
        intro y
        rcases (hP.nonneg x y).eq_or_lt with h | h
        · rw [← h, zero_mul, zero_mul]
        · rw [ih y fun ⟨z, hz, hyz⟩ => hx ⟨z, hz, Relation.ReflTransGen.head h hyz⟩]
      rw [Finset.sum_congr rfl fun y _ => e y, ← Finset.sum_mul, hP.row_sum, one_mul]
  have hc : ∀ c : ℝ, q x = c := fun c =>
    tendsto_nhds_unique (tendsto_pi_nhds.mp (hq fun _ => c) x)
      (tendsto_const_nhds.congr fun n => (key c n x hx).symm)
  exact zero_ne_one ((hc 0).symm.trans (hc 1))

end

end CommittorIteration
```

Suppose all starts share one limit $q$, here any function, yet some $x$ cannot reach $A\cup B$. No state to which $x$ can jump can reach it either. By induction, a constant start $c$ keeps its value at all such states:

$$(T^{n+1}c)(x)=\sum_yP_{xy}\,c=c.$$

So $q(x)=c$ for every $c$, in particular for both $0$ and $1$, which is impossible.

## A single state between A and B

Let $A=\{a\}$ and $B=\{b\}$, with one further state $x$ that stays put with probability $r$, jumps to $b$ with probability $p$, and otherwise jumps to $a$. For $r<1$, starting from $1_B$,

$$(T^n1_B)(x)=p\,\frac{1-r^n}{1-r}\;\longrightarrow\;\frac{p}{1-r},$$

and $s_n(x)=r^{n-1}$ for $n\ge1$. As $r$ approaches one, the guess is forgotten ever more slowly. At $r=1$ the state is cut off and keeps its initial value.

```lean
#print axioms CommittorIteration.tendsto_committor
#print axioms CommittorIteration.reachable_of_tendsto
```

```
'CommittorIteration.tendsto_committor' depends on axioms: [propext, Classical.choice, Quot.sound]
'CommittorIteration.reachable_of_tendsto' depends on axioms: [propext, Classical.choice, Quot.sound]
```
